# Hopping phases do not change the spectrum of an open nearest-neighbour chain

An electron on an open chain with complex nearest-neighbour hoppings t_k has the same energies as on the chain with real hoppings |t_k| and the same on-site energies. A change of phase on each site turns one Hamiltonian into the other:

D H D† = H_real, D = diag(exp(iθ_0), …, exp(iθ_{N−1})), θ_k = Σ_{j<k} arg t_j.

Here H has real on-site energies ε_k on the diagonal, t_k in entry (k, k+1) and conj(t_k) in entry (k+1, k), with sites numbered from 0. H_real has |t_k| in both places.

## Real solvers for complex chains

For a non-interacting chain with one orbital per site, a code can pass ε_k and |t_k| to a real symmetric tridiagonal eigensolver. If w is an eigenvector it returns, v = D†w is the eigenvector of H. Site densities can be read from w directly; quantities that compare phases on different sites, such as bond currents, need v or a transformed operator.

## Choosing the site phases

Conjugation by a diagonal matrix acts entry by entry:

(D H D†)_{jk} = exp(i(θ_j − θ_k)) H_{jk}.

The diagonal is unchanged, and the hopping becomes

t_k → t_k exp(i(θ_k − θ_{k+1})).

Since θ_{k+1} = θ_k + arg t_k, this is t_k exp(−i arg t_k) = |t_k|. The entry below the diagonal is the conjugate, also |t_k|. If t_k = 0, both sides vanish.

Because D†D = DD† = 1,

det(λ − D H D†) = det(D(λ − H)D†) = det(λ − H),

so the eigenvalues agree with multiplicity. If Hv = Ev and w = Dv, then

H_real w = D H D†D v = D H v = E w, |w_k| = |v_k|.

A loop changes this. For a three-site ring with zero on-site energies and hoppings a, b, c in entries (0,1), (1,2), (2,0), only the two cyclic permutations contribute to the determinant:

det = abc + conj(abc) = 2 Re(abc).

With a = b = 1 and c = exp(iφ) this is 2 cos φ, against 2 at φ = 0. The characteristic polynomials therefore differ whenever cos φ ≠ 1, that is, when φ is not a whole multiple of 2π. If the ring with hoppings 1, 1, 1 is the field-free one and φ is the Peierls phase of a magnetic field, this means that the flux through the ring is not a whole number of flux quanta h/e.

## The Lean file

```lean
import Mathlib

open Matrix ComplexConjugate

namespace PeierlsOpenChain

noncomputable section

/-- The Hamiltonian of an open chain of `N` sites with real on-site energies `ε k` and
complex hopping `t k` on the bond between sites `k` and `k + 1`. -/
def chain (N : ℕ) (ε : ℕ → ℝ) (t : ℕ → ℂ) : Matrix (Fin N) (Fin N) ℂ :=
  Matrix.of fun i j =>
    if (i : ℕ) = j then (ε i : ℂ)
    else if (i : ℕ) + 1 = j then t i
    else if (j : ℕ) + 1 = i then conj (t j)
    else 0

/-- The real symmetric Hamiltonian of an open chain with on-site energies `ε k` and
real hoppings `τ k`. -/
def realChain (N : ℕ) (ε τ : ℕ → ℝ) : Matrix (Fin N) (Fin N) ℝ :=
  Matrix.of fun i j =>
    if (i : ℕ) = j then ε i
    else if (i : ℕ) + 1 = j then τ i
    else if (j : ℕ) + 1 = i then τ j
    else 0

/-- The local gauge transformation that multiplies the amplitude on site `k` by
`exp (i θ k)`. -/
def gauge (N : ℕ) (θ : ℕ → ℝ) : Matrix (Fin N) (Fin N) ℂ :=
  Matrix.diagonal fun k => Complex.exp ((θ k : ℂ) * Complex.I)

/-- The phase accumulated from the hoppings between site `0` and site `k`. -/
def peierlsPhase (t : ℕ → ℂ) (k : ℕ) : ℝ :=
  ∑ j ∈ Finset.range k, Complex.arg (t j)

/-- The conjugate of a phase factor is the phase factor of the opposite angle. -/
theorem star_phase (x : ℝ) :
    star (Complex.exp ((x : ℂ) * Complex.I)) = Complex.exp (-((x : ℂ) * Complex.I)) := by
  rw [Complex.star_def, ← Complex.exp_conj, map_mul, Complex.conj_ofReal, Complex.conj_I,
    mul_neg]

/-- The open-chain Hamiltonian is Hermitian. -/
theorem chain_isHermitian (N : ℕ) (ε : ℕ → ℝ) (t : ℕ → ℂ) :
    (chain N ε t).IsHermitian := by
  ext i j
  simp only [Matrix.conjTranspose_apply, chain, Matrix.of_apply]
  by_cases h0 : (i : ℕ) = j
  · simp only [if_pos h0, if_pos h0.symm, Complex.star_def, Complex.conj_ofReal]
    rw [h0]
  have h0' : ¬ (j : ℕ) = i := fun h => h0 h.symm
  by_cases h1 : (i : ℕ) + 1 = j
  · have h2 : ¬ (j : ℕ) + 1 = i := by omega
    simp only [if_neg h0, if_neg h0', if_pos h1, if_neg h2, Complex.star_def,
      Complex.conj_conj]
  by_cases h2 : (j : ℕ) + 1 = i
  · simp only [if_neg h0, if_neg h0', if_neg h1, if_pos h2, Complex.star_def]
  · simp only [if_neg h0, if_neg h0', if_neg h1, if_neg h2, star_zero]

/-- A local gauge transformation is unitary. -/
theorem gauge_unitary (N : ℕ) (θ : ℕ → ℝ) :
    gauge N θ ∈ Matrix.unitaryGroup (Fin N) ℂ := by
  rw [Matrix.mem_unitaryGroup_iff, Matrix.star_eq_conjTranspose, gauge,
    Matrix.diagonal_conjTranspose, Matrix.diagonal_mul_diagonal, ← Matrix.diagonal_one]
  congr 1
  funext k
  simp only [Pi.star_apply, star_phase, ← Complex.exp_add, add_neg_cancel, Complex.exp_zero]

/-- A local gauge transformation keeps the on-site energies and multiplies the hopping
`t k` by the phase factor of `θ k - θ (k + 1)`. -/
theorem gauge_transform (N : ℕ) (ε : ℕ → ℝ) (t : ℕ → ℂ) (θ : ℕ → ℝ) :
    gauge N θ * chain N ε t * (gauge N θ)ᴴ =
      chain N ε (fun k => t k * Complex.exp (((θ k : ℂ) - θ (k + 1)) * Complex.I)) := by
  have he : ∀ a b : ℝ, Complex.exp (((a : ℂ) - b) * Complex.I) =
      Complex.exp ((a : ℂ) * Complex.I) * Complex.exp (-((b : ℂ) * Complex.I)) := by
    intro a b
    rw [← Complex.exp_add]
    congr 1
    ring
  have hk : ∀ a b : ℝ, conj (Complex.exp (((a : ℂ) - b) * Complex.I)) =
      Complex.exp (((b : ℂ) - a) * Complex.I) := by
    intro a b
    rw [← Complex.exp_conj]
    congr 1
    simp only [map_mul, map_sub, Complex.conj_ofReal, Complex.conj_I]
    ring
  ext i j
  simp only [gauge, Matrix.diagonal_conjTranspose, Matrix.mul_diagonal, Matrix.diagonal_mul,
    Pi.star_apply, star_phase, chain, Matrix.of_apply]
  by_cases h0 : (i : ℕ) = j
  · -- on-site term: the two phases cancel
    simp only [if_pos h0]
    rw [h0, mul_right_comm, ← Complex.exp_add, add_neg_cancel, Complex.exp_zero, one_mul]
  by_cases h1 : (i : ℕ) + 1 = j
  · simp only [if_neg h0, if_pos h1]
    rw [← h1, he]
    ring
  by_cases h2 : (j : ℕ) + 1 = i
  · simp only [if_neg h0, if_neg h1, if_pos h2]
    rw [← h2, map_mul, hk, he]
    ring
  · simp only [if_neg h0, if_neg h1, if_neg h2, mul_zero, zero_mul]

/-- The gauge transformation by the accumulated hopping phase turns the open chain with
complex hoppings `t k` into the real chain with hoppings `|t k|`. -/
theorem peierls_phases_removed (N : ℕ) (ε : ℕ → ℝ) (t : ℕ → ℂ) :
    gauge N (peierlsPhase t) * chain N ε t * (gauge N (peierlsPhase t))ᴴ =
      (realChain N ε (fun k => ‖t k‖)).map Complex.ofReal := by
  -- the phase step across bond `k` cancels the argument of `t k`
  have key : ∀ k, t k * Complex.exp
      (((peierlsPhase t k : ℂ) - peierlsPhase t (k + 1)) * Complex.I) = (‖t k‖ : ℂ) := by
    intro k
    have h : ((peierlsPhase t k : ℂ) - peierlsPhase t (k + 1)) * Complex.I =
        -((Complex.arg (t k) : ℂ) * Complex.I) := by
      simp only [peierlsPhase, Finset.sum_range_succ, Complex.ofReal_add]
      ring
    rw [h, Complex.exp_neg]
    calc t k * (Complex.exp ((Complex.arg (t k) : ℂ) * Complex.I))⁻¹
        = ((‖t k‖ : ℂ) * Complex.exp ((Complex.arg (t k) : ℂ) * Complex.I)) *
          (Complex.exp ((Complex.arg (t k) : ℂ) * Complex.I))⁻¹ := by
          rw [Complex.norm_mul_exp_arg_mul_I]
      _ = (‖t k‖ : ℂ) := mul_inv_cancel_right₀ (Complex.exp_ne_zero _) _
  rw [gauge_transform]
  simp only [key]
  ext i j
  simp only [chain, realChain, Matrix.map_apply, Matrix.of_apply]
  split_ifs <;> simp

/-- Two open chains with the same on-site energies and the same hopping moduli on every
bond have the same characteristic polynomial. -/
theorem charpoly_eq_of_norm_eq (N : ℕ) (ε : ℕ → ℝ) (t s : ℕ → ℂ)
    (h : ∀ k, k + 1 < N → ‖t k‖ = ‖s k‖) :
    (chain N ε t).charpoly = (chain N ε s).charpoly := by
  -- each chain is isospectral to its real form
  have hreal : ∀ u : ℕ → ℂ, (chain N ε u).charpoly =
      ((realChain N ε (fun k => ‖u k‖)).map Complex.ofReal).charpoly := by
    intro u
    have hU := Matrix.mem_unitaryGroup_iff'.mp (gauge_unitary N (peierlsPhase u))
    rw [Matrix.star_eq_conjTranspose] at hU
    rw [← peierls_phases_removed, Matrix.charpoly_mul_comm, ← Matrix.mul_assoc, hU,
      Matrix.one_mul]
  have hR : realChain N ε (fun k => ‖t k‖) = realChain N ε (fun k => ‖s k‖) := by
    ext i j
    have hi := i.isLt
    have hj := j.isLt
    simp only [realChain, Matrix.of_apply]
    split_ifs with h0 h1 h2
    · rfl
    · exact h _ (by omega)
    · exact h _ (by omega)
    · rfl
  rw [hreal t, hreal s, hR]

/-- The gauge transformation carries a solution of `H v = E v` to a solution for the real
chain with the same `E` and the same amplitude modulus on every site. -/
theorem eigenvector_transform (N : ℕ) (ε : ℕ → ℝ) (t : ℕ → ℂ) (E : ℂ) (v : Fin N → ℂ)
    (hv : chain N ε t *ᵥ v = E • v) :
    (realChain N ε (fun k => ‖t k‖)).map Complex.ofReal *ᵥ (gauge N (peierlsPhase t) *ᵥ v) =
      E • (gauge N (peierlsPhase t) *ᵥ v) ∧
    ∀ k, ‖(gauge N (peierlsPhase t) *ᵥ v) k‖ = ‖v k‖ := by
  have hU := Matrix.mem_unitaryGroup_iff'.mp (gauge_unitary N (peierlsPhase t))
  rw [Matrix.star_eq_conjTranspose] at hU
  constructor
  · rw [← peierls_phases_removed, Matrix.mulVec_mulVec,
      Matrix.mul_assoc _ _ (gauge N (peierlsPhase t)), hU, Matrix.mul_one,
      ← Matrix.mulVec_mulVec, hv, Matrix.mulVec_smul]
  · intro k
    rw [gauge, Matrix.mulVec_diagonal, norm_mul, Complex.norm_exp_ofReal_mul_I, one_mul]

/-- The Hamiltonian of a three-site ring with zero on-site energies and hoppings
`a`, `b`, `c` around the loop. -/
def triangle (a b c : ℂ) : Matrix (Fin 3) (Fin 3) ℂ :=
  !![0, a, conj c; conj a, 0, b; c, conj b, 0]

/-- The determinant of the three-site ring is twice the real part of the product of the
hoppings around the loop. -/
theorem triangle_det (a b c : ℂ) :
    (triangle a b c).det = ((2 * (a * b * c).re : ℝ) : ℂ) := by
  have h : (triangle a b c).det = a * b * c + conj (a * b * c) := by
    rw [Matrix.det_fin_three]
    simp [triangle]
    ring
  rw [h, Complex.add_conj]

/-- If `cos φ ≠ 1`, the three-site ring with zero on-site energies and hoppings `1`, `1`,
`exp (i φ)` has a different characteristic polynomial from the one with hoppings `1`, `1`, `1`. -/
theorem loop_phase_changes_charpoly (φ : ℝ) (h : Real.cos φ ≠ 1) :
    (triangle 1 1 (Complex.exp ((φ : ℂ) * Complex.I))).charpoly ≠
      (triangle 1 1 1).charpoly := by
  intro hE
  -- equal characteristic polynomials would give equal determinants
  have hd := Matrix.det_eq_sign_charpoly_coeff
    (triangle 1 1 (Complex.exp ((φ : ℂ) * Complex.I)))
  rw [hE, ← Matrix.det_eq_sign_charpoly_coeff, triangle_det, triangle_det] at hd
  have h2 := Complex.ofReal_injective hd
  simp only [one_mul, Complex.exp_ofReal_mul_I_re, Complex.one_re] at h2
  exact h (by linarith)

end

end PeierlsOpenChain
```

```lean
#print axioms PeierlsOpenChain.peierls_phases_removed
#print axioms PeierlsOpenChain.charpoly_eq_of_norm_eq
#print axioms PeierlsOpenChain.eigenvector_transform
#print axioms PeierlsOpenChain.loop_phase_changes_charpoly
```

```
'PeierlsOpenChain.peierls_phases_removed' depends on axioms: [propext, Classical.choice, Quot.sound]
'PeierlsOpenChain.charpoly_eq_of_norm_eq' depends on axioms: [propext, Classical.choice, Quot.sound]
'PeierlsOpenChain.eigenvector_transform' depends on axioms: [propext, Classical.choice, Quot.sound]
'PeierlsOpenChain.loop_phase_changes_charpoly' depends on axioms: [propext, Classical.choice, Quot.sound]
```

## Statements and proofs in the file

`chain N ε t` is H and `gauge N θ` is D. `realChain` is a matrix over ℝ, and `.map Complex.ofReal` embeds it in the complex matrices. The functions `ε` and `t` are defined on all natural numbers, but only values belonging to sites and bonds of the chain enter. The name `peierlsPhase` denotes the accumulated site phase θ_k; textbooks usually give the name to the phase of a single bond.

`chain_isHermitian` and `gauge_unitary` establish the two matrix properties. `gauge_transform` proves the rule for arbitrary θ, with `by_cases` separating the diagonal, the two off-diagonals and the zero entries. In `peierls_phases_removed`, the step `key` is the cancellation of arg t_k, using `Finset.sum_range_succ` for the difference of neighbouring phases.

`charpoly_eq_of_norm_eq` says that two chains with equal `ε` and equal hopping moduli on every bond have the same characteristic polynomial. It compares each with its real form, moving D† around the product by `Matrix.charpoly_mul_comm`. `eigenvector_transform` is the calculation for w = Dv. `triangle_det` expands the ring determinant, and `loop_phase_changes_charpoly` recovers determinants from constant coefficients to reach a contradiction.

## From the matrix to a chain in a magnetic field

The identity holds for every finite N, for any real ε_k and any complex t_k. That a magnetic field enters only through the phases of t_k is the Peierls substitution, an approximation made in building the tight-binding model. A Zeeman term, or a field that alters ε_k or |t_k|, can shift the levels. Second-neighbour hoppings create loops, so their phases can matter too. Floating-point error in the eigensolver is a separate question.

## Collecting the phases of a ring on one bond

The same phases applied to a ring of N ≥ 3 sites, with t_{N−1} in entry (N−1, 0), make every bond real except the closing one, which becomes

|t_{N−1}| exp(iΦ), Φ = Σ_{j=0}^{N−1} arg t_j.

At fixed on-site energies, the ring's spectrum thus depends only on the hopping moduli and on Φ modulo 2π. Φ is the total hopping phase, not the magnetic flux alone: a negative hopping contributes π even without a field. This extension rests on the short argument given here, not on a theorem in the file.
